# Onsager's equation has exactly one permittivity ε ≥ 1 at every dipole strength y ≥ 0, and the Clausius-Mossotti equation has none for y ≥ 1

If I put permanent dipoles into the Clausius-Mossotti equation and cool the liquid at fixed density, the permittivity diverges at a finite temperature, and below it there is no acceptable value at all. Read literally, every polar liquid should become ferroelectric if it is cooled far enough. I have been told that this divergence comes from the local field that Clausius-Mossotti assumes, and that Onsager's equation for non-polarizable dipoles, $(\varepsilon-1)(2\varepsilon+1)=9y\varepsilon$, has exactly one solution $\varepsilon\ge 1$ for every dipole strength $y\ge 0$. Can this be shown step by step, with a proof that a machine has checked?

## One polarization balance, two orienting fields

Yes. Take rigid dipoles, without electronic polarizability, of moment $\mu$ at number density $N$ and temperature $T$, and let

$$y=\frac{N\mu^2}{9\varepsilon_0 k_BT},$$

where $\varepsilon_0$ is the vacuum permittivity and $k_B$ is Boltzmann's constant. In linear response the polarization is $N\mu^2/(3k_BT)$ times the field that orients a dipole. It also equals $\varepsilon_0(\varepsilon-1)$ times the macroscopic field, with $\varepsilon$ the relative permittivity. If $g(\varepsilon)$ is the ratio of the orienting field to the macroscopic field, then

$$\varepsilon-1=3y\,g(\varepsilon).$$

The two theories differ only in $g$:

- Onsager uses the field in an empty spherical cavity, $g=3\varepsilon/(2\varepsilon+1)$. Multiplying by $2\varepsilon+1$ gives $(\varepsilon-1)(2\varepsilon+1)=9y\varepsilon$.
- Clausius-Mossotti uses the Lorentz field, $g=(\varepsilon+2)/3$. Then $\varepsilon-1=y(\varepsilon+2)$, which is $(\varepsilon-1)/(\varepsilon+2)=y$.

The physical reason for Onsager's choice is that the reaction field, which a rigid dipole induces in its surroundings, points along the dipole and exerts no torque on it.

## Solving both equations for ε ≥ 1

**Onsager.** Write $b=1+9y$. Expanding the equation gives $2\varepsilon^2-b\varepsilon=1$, and completing the square gives

$$(4\varepsilon-b)^2=b^2+8.$$

Let $s=\sqrt{b^2+8}$. Since $s>b$, the root $(b-s)/4$ is negative and is ruled out. The other root is

$$\varepsilon=\frac{1+9y+\sqrt{(1+9y)^2+8}}{4}.$$

It is at least 1 exactly when $s\ge 3-9y$. This holds because $s^2-(3-9y)^2=72y\ge 0$. So there is exactly one solution $\varepsilon\ge1$ for each $y\ge0$.

**Clausius-Mossotti.** If $\varepsilon\ge1$, the numerator of $(\varepsilon-1)/(\varepsilon+2)$ is smaller than its positive denominator, so $y<1$. No solution $\varepsilon\ge 1$ can therefore exist for $y\ge1$. For $0\le y<1$, solving the linear equation gives

$$\varepsilon=\frac{1+2y}{1-y},$$

which is at least 1 because $1+2y\ge1-y$.

**The divergence.** As $y\to1$ from below, the numerator tends to 3 and the denominator tends to zero through positive values, so the Clausius-Mossotti permittivity tends to infinity. The Onsager root is continuous there, with the value $(5+3\sqrt3)/2\approx5.1$ at $y=1$.

**Linear growth.** Onsager's equation says $\varepsilon-1=9y\,\varepsilon/(2\varepsilon+1)$. For $\varepsilon\ge1$ the fraction $\varepsilon/(2\varepsilon+1)$ lies between $1/3$ and $1/2$, hence

$$1+3y\le\varepsilon\le1+\tfrac92y.$$

**Comparison at equal y.** Let $\varepsilon$ be the Onsager root and $\varepsilon'$ the Clausius-Mossotti root, with $0<y<1$. Onsager's equation turns $(\varepsilon-1)(2\varepsilon+1)$ into $9y\varepsilon$, so

$$\begin{aligned}
\bigl(1+2y-\varepsilon(1-y)\bigr)(2\varepsilon+1)
&=y(\varepsilon+2)(2\varepsilon+1)-9y\varepsilon\\
&=2y(\varepsilon-1)^2.
\end{aligned}$$

The lower linear bound gives $\varepsilon>1$, so the right side is positive. Hence $\varepsilon(1-y)<1+2y$, and dividing by $1-y>0$ gives $\varepsilon<\varepsilon'$. At $y=0$ both roots equal 1.

## The Lean file

```lean
import Mathlib

open Filter Topology

namespace OnsagerDielectric

noncomputable section

/-- Ratio of the field inside an empty spherical cavity to the macroscopic field in a
dielectric of permittivity `ε`, for `ε ≠ -1/2`. -/
def cavityFactor (ε : ℝ) : ℝ := 3 * ε / (2 * ε + 1)

/-- Ratio of the Lorentz local field to the macroscopic field in a dielectric of
permittivity `ε`. -/
def lorentzFactor (ε : ℝ) : ℝ := (ε + 2) / 3

/-- Polarization balance: the susceptibility `ε - 1` equals the response `3 y` of the dipoles
times the ratio `g ε` of the orienting field to the macroscopic field. -/
def PolarizationBalance (g : ℝ → ℝ) (y ε : ℝ) : Prop := ε - 1 = 3 * y * g ε

/-- The closed-form permittivity of Onsager's model at dipole strength `y`. -/
def onsagerPermittivity (y : ℝ) : ℝ := (1 + 9 * y + √((1 + 9 * y) ^ 2 + 8)) / 4

/-- For `ε ≥ 1`, dipoles oriented by the cavity field obey Onsager's equation. -/
theorem balance_cavity_iff {y ε : ℝ} (hε : 1 ≤ ε) :
    PolarizationBalance cavityFactor y ε ↔ (ε - 1) * (2 * ε + 1) = 9 * y * ε := by
  have h : 2 * ε + 1 ≠ 0 := by linarith
  unfold PolarizationBalance cavityFactor
  rw [show 3 * y * (3 * ε / (2 * ε + 1)) = 9 * y * ε / (2 * ε + 1) by ring, eq_div_iff h]

/-- For `ε ≥ 1`, dipoles oriented by the Lorentz field obey the Clausius-Mossotti equation. -/
theorem balance_lorentz_iff {y ε : ℝ} (hε : 1 ≤ ε) :
    PolarizationBalance lorentzFactor y ε ↔ (ε - 1) / (ε + 2) = y := by
  have h : ε + 2 ≠ 0 := by linarith
  unfold PolarizationBalance lorentzFactor
  rw [div_eq_iff h]
  constructor <;> intro h <;> linear_combination h

/-- For `y ≥ 0`, the solutions `ε ≥ 1` of Onsager's equation are given by the closed form. -/
theorem onsager_solution {y : ℝ} (hy : 0 ≤ y) (ε : ℝ) :
    (1 ≤ ε ∧ (ε - 1) * (2 * ε + 1) = 9 * y * ε) ↔ ε = onsagerPermittivity y := by
  unfold onsagerPermittivity
  constructor
  · rintro ⟨hε, h⟩
    -- the product of the two factors is 1, which selects the positive square root
    have hp : 0 < (2 * ε - (1 + 9 * y)) * ε := by linarith
    have hq : 0 < 2 * ε - (1 + 9 * y) :=
      (mul_pos_iff_of_pos_right (by linarith)).1 hp
    have hr : 0 ≤ 4 * ε - (1 + 9 * y) := by linarith
    rw [show (1 + 9 * y) ^ 2 + 8 = (4 * ε - (1 + 9 * y)) ^ 2 by
      linear_combination (-8) * h, Real.sqrt_sq hr]
    ring
  · intro h
    have hs : √((1 + 9 * y) ^ 2 + 8) ^ 2 = (1 + 9 * y) ^ 2 + 8 :=
      Real.sq_sqrt (by positivity)
    have h0 : 0 ≤ √((1 + 9 * y) ^ 2 + 8) := Real.sqrt_nonneg _
    generalize √((1 + 9 * y) ^ 2 + 8) = s at h hs h0
    subst h
    constructor
    · by_contra hc
      have h1 : 0 < 3 - 9 * y - s := by linarith
      have h2 : 0 < 3 - 9 * y + s := by linarith
      nlinarith [mul_pos h1 h2]
    · linear_combination hs / 8

/-- For `y ≥ 0`, the Clausius-Mossotti equation has a solution `ε ≥ 1` only when `y < 1`, and
the solution is then `(1 + 2 y) / (1 - y)`. -/
theorem clausiusMossotti_solution {y : ℝ} (hy : 0 ≤ y) (ε : ℝ) :
    (1 ≤ ε ∧ (ε - 1) / (ε + 2) = y) ↔ (y < 1 ∧ ε = (1 + 2 * y) / (1 - y)) := by
  constructor
  · rintro ⟨hε, h⟩
    have h2 : 0 < ε + 2 := by linarith
    have hlt : y < 1 := by
      rw [← h, div_lt_one h2]
      linarith
    rw [div_eq_iff h2.ne'] at h
    refine ⟨hlt, ?_⟩
    rw [eq_div_iff (sub_pos.2 hlt).ne']
    linear_combination h
  · rintro ⟨hlt, h⟩
    have hd : 0 < 1 - y := sub_pos.2 hlt
    have hε : 1 ≤ ε := by
      rw [h, le_div_iff₀ hd]
      linarith
    rw [eq_div_iff hd.ne'] at h
    refine ⟨hε, ?_⟩
    rw [div_eq_iff (by linarith)]
    linear_combination h

/-- Onsager's equation has exactly one solution `ε ≥ 1` at every dipole strength `y ≥ 0`,
whereas the Clausius-Mossotti equation has none once `y ≥ 1`. -/
theorem onsager_versus_clausiusMossotti :
    (∀ y : ℝ, 0 ≤ y → ∃! ε : ℝ, 1 ≤ ε ∧ (ε - 1) * (2 * ε + 1) = 9 * y * ε) ∧
    (∀ y : ℝ, 1 ≤ y → ¬ ∃ ε : ℝ, 1 ≤ ε ∧ (ε - 1) / (ε + 2) = y) := by
  constructor
  · intro y hy
    exact ⟨onsagerPermittivity y, (onsager_solution hy _).2 rfl,
      fun ε h => (onsager_solution hy ε).1 h⟩
  · rintro y hy ⟨ε, h⟩
    have hlt := ((clausiusMossotti_solution (by linarith) ε).1 h).1
    linarith

/-- The Clausius-Mossotti permittivity grows without bound as the dipole strength approaches
`1` from below. -/
theorem clausiusMossotti_diverges :
    Tendsto (fun y : ℝ => (1 + 2 * y) / (1 - y)) (𝓝[<] 1) atTop := by
  have hc : Continuous (fun y : ℝ => 1 - y) := by fun_prop
  have hn : Continuous (fun y : ℝ => 1 + 2 * y) := by fun_prop
  -- the denominator tends to zero through positive values
  have h1 : Tendsto (fun y : ℝ => 1 - y) (𝓝[<] 1) (𝓝[>] 0) := by
    refine tendsto_nhdsWithin_iff.2
      ⟨(hc.tendsto' 1 0 (by norm_num)).mono_left nhdsWithin_le_nhds, ?_⟩
    filter_upwards [self_mem_nhdsWithin] with y hy
    have hlt : y < 1 := hy
    show (0 : ℝ) < 1 - y
    linarith
  have h2 : Tendsto (fun y : ℝ => (1 - y)⁻¹) (𝓝[<] 1) atTop :=
    tendsto_inv_nhdsGT_zero.comp h1
  have h3 : Tendsto (fun y : ℝ => 1 + 2 * y) (𝓝[<] 1) (𝓝 3) :=
    (hn.tendsto' 1 3 (by norm_num)).mono_left nhdsWithin_le_nhds
  exact (h3.pos_mul_atTop (by norm_num) h2).congr fun y => (div_eq_mul_inv _ _).symm

/-- The Onsager permittivity is a continuous function of the dipole strength. -/
theorem onsagerPermittivity_continuous : Continuous onsagerPermittivity := by
  unfold onsagerPermittivity
  fun_prop

/-- For `y ≥ 0`, a solution `ε ≥ 1` of Onsager's equation lies between the lines `1 + 3 y`
and `1 + 9 y / 2`. -/
theorem onsager_linear_bounds {y ε : ℝ} (hy : 0 ≤ y) (hε : 1 ≤ ε)
    (h : (ε - 1) * (2 * ε + 1) = 9 * y * ε) :
    1 + 3 * y ≤ ε ∧ ε ≤ 1 + 9 * y / 2 := by
  constructor
  · have hp : 0 < 2 * ε + 1 := by linarith
    refine le_of_mul_le_mul_right ?_ hp
    nlinarith [mul_nonneg hy (sub_nonneg.2 hε)]
  · have hp : 0 < ε := by linarith
    refine le_of_mul_le_mul_right ?_ hp
    nlinarith

/-- At equal dipole strength `y > 0`, a solution `ε ≥ 1` of Onsager's equation is strictly
smaller than a solution `ε' ≥ 1` of the Clausius-Mossotti equation. -/
theorem onsager_lt_clausiusMossotti {y ε ε' : ℝ} (hy : 0 < y)
    (hε : 1 ≤ ε) (h : (ε - 1) * (2 * ε + 1) = 9 * y * ε)
    (hε' : 1 ≤ ε') (h' : (ε' - 1) / (ε' + 2) = y) : ε < ε' := by
  obtain ⟨hlt, heq⟩ := (clausiusMossotti_solution hy.le ε').1 ⟨hε', h'⟩
  have h1 : 0 < ε - 1 := by linarith [(onsager_linear_bounds hy.le hε h).1]
  -- multiplied by `(1 - y) * (2 * ε + 1)`, the gap `ε' - ε` equals `2 * y * (ε - 1) ^ 2`
  have hgap : (1 + 2 * y - ε * (1 - y)) * (2 * ε + 1) = 2 * y * (ε - 1) ^ 2 := by
    linear_combination -h
  have hpos : 0 < (1 + 2 * y - ε * (1 - y)) * (2 * ε + 1) := by
    rw [hgap]
    positivity
  have hfac := (mul_pos_iff_of_pos_right (by linarith : 0 < 2 * ε + 1)).1 hpos
  rw [heq, lt_div_iff₀ (sub_pos.2 hlt)]
  linarith

end

end OnsagerDielectric
```

```lean
#print axioms OnsagerDielectric.onsager_versus_clausiusMossotti
#print axioms OnsagerDielectric.clausiusMossotti_diverges
#print axioms OnsagerDielectric.onsagerPermittivity_continuous
#print axioms OnsagerDielectric.onsager_lt_clausiusMossotti
```

```
'OnsagerDielectric.onsager_versus_clausiusMossotti' depends on axioms: [propext, Classical.choice, Quot.sound]
'OnsagerDielectric.clausiusMossotti_diverges' depends on axioms: [propext, Classical.choice, Quot.sound]
'OnsagerDielectric.onsagerPermittivity_continuous' depends on axioms: [propext, Classical.choice, Quot.sound]
'OnsagerDielectric.onsager_lt_clausiusMossotti' depends on axioms: [propext, Classical.choice, Quot.sound]
```

## What the theorems say about the dielectric

The dipole strength `y` and the permittivity `ε` are real numbers. `PolarizationBalance g y ε` is the balance equation above for an arbitrary field ratio `g`, and `cavityFactor` and `lorentzFactor` are the two choices of `g`. The theorems `balance_cavity_iff` and `balance_lorentz_iff` say that, for `1 ≤ ε`, the balance is equivalent to the corresponding textbook equation.

The central theorem, `onsager_versus_clausiusMossotti`, is stated for the textbook equations themselves. Its first half uses `∃!`: for every `y` with `0 ≤ y` there is one and only one `ε` that satisfies both `1 ≤ ε` and Onsager's equation. Its second half says that for every `y` with `1 ≤ y` no `ε` satisfies both `1 ≤ ε` and the Clausius-Mossotti equation. The condition `1 ≤ ε` stands for a static medium whose dipoles turn towards the field and so add to the vacuum response.

In `clausiusMossotti_diverges`, `𝓝[<] 1` means that `y` approaches 1 from below, and `atTop` means that the permittivity exceeds every bound. `onsagerPermittivity_continuous` holds on the whole real line, while `onsager_solution` identifies that function with the physical root for `0 ≤ y`.

The two field ratios are definitions here; they are not derived from electrostatics. The expression for `y` in terms of density, moment and temperature is likewise physical input that the file does not contain. The model has rigid dipoles, linear response and no short-range orientational correlation. Within it, replacing the Lorentz field by the cavity field removes the divergence, and this is the sense in which the divergence comes from the assumed local field. Whether a real dipolar fluid orders at low temperature is a separate question. For simulations of polar fluids, the closed form offers a finite reference value of the static permittivity at any coupling, subject to those same mean-field restrictions.

## How Lean selects the roots and compares them

`onsager_solution` carries the quadratic. In the forward direction, the equation is read as $(2\varepsilon-b)\,\varepsilon=1$. Both the product and $\varepsilon$ are positive, so $2\varepsilon-b>0$, and therefore $4\varepsilon-b\ge0$. This sign lets `Real.sqrt_sq` replace $\sqrt{(4\varepsilon-b)^2}$ by $4\varepsilon-b$, which excludes the negative root. In the converse direction the square root becomes a variable `s` with known square. If $\varepsilon<1$, then $3-9y-s$ and $3-9y+s$ would both be positive, but their product is $-72y\le0$; `nlinarith` finds this contradiction. The equation itself follows from the value of $s^2$ by `linear_combination`.

`clausiusMossotti_solution` follows the calculation by hand: `div_lt_one` yields $y<1$, and clearing denominators yields the formula. The central theorem then combines the two solution theorems. The closed form supplies existence and uniqueness for Onsager, and a Clausius-Mossotti solution at $y\ge1$ would force $y<1$.

For the divergence, the file shows that $1-y$ tends to zero from above, so its inverse tends to infinity, and multiplies by a numerator that tends to 3. Continuity of the Onsager root is settled by `fun_prop`, which composes continuous functions.

In `onsager_linear_bounds`, the lower bound is multiplied by $2\varepsilon+1$ and the upper one by $\varepsilon$. The differences to be shown non-negative are then $3y(\varepsilon-1)$ and $(\varepsilon-1)/2$. Finally, `onsager_lt_clausiusMossotti` proves the perfect-square identity as `hgap`, uses the lower bound to make the square strictly positive, and divides by $1-y$.
